# Double counting at the output density: a quadratic Harris-type energy that need not be stationary at self-consistency

One way to estimate the total energy before the self-consistent-field (SCF) cycle has converged is to add up the band energy and subtract a double-counting correction. That correction can be evaluated at the input density or at the output density. In the finite quadratic model below, taking the band energy from the input potential and the correction from the output density alone generally leaves an energy error of first order in the density error.

## The quadratic model

Densities and potentials are real vectors on a finite set of sites or basis functions. The interaction matrix K turns a density n into a potential Kn. The band energy in a potential v is

B(v) = r·v + v·Xv/2,

where r is the density at v = 0 and X is the density response. An additive constant is omitted. Both matrices are symmetric: X as a matrix of second derivatives of B, K as the matrix of a pair interaction. The gradient of B gives the output density

out(n) = r + XKn,

and the mixed energy is

M(n) = B(Kn) − out(n)·K out(n)/2.

If the input density is used in both terms, the energy is B(Kn) − n·Kn/2, the Harris-Foulkes form for this model. Its slope along d is (out(n) − n)·Kd, which vanishes at self-consistency. Nor does using the output density by itself spoil stationarity: the energy B(Kn) − Kn·out(n) + out(n)·K out(n)/2 has slope K(out(n) − n)·XKd, which also vanishes at self-consistency. The mixed energy M differs from it by having out(n)·K out(n) in place of Kn·out(n). These comparisons are ordinary calculus and have no theorem in the file.

## What is claimed at a self-consistent density

From here on, n satisfies out(n) = n. The derivative of M(n + td) with respect to t at t = 0 is

−Kn·(XK − 1)d = r·Kd.

If 1 − XK is invertible and Kn ≠ 0, this slope is nonzero for at least one direction d, though not for every d. If Kr ≠ 0, then n is neither a local minimum nor a local maximum of M, and this needs no invertibility.

In Lean, the finite type `ι` labels the sites, and `bandEnergy`, `outputDensity` and `mixedEnergy` are B, out and M. The symbol `⬝ᵥ` is the dot product and `*ᵥ` applies a matrix to a vector. Self-consistency is the hypothesis `hn`; existence of such a density is assumed. `HasDerivAt` states the derivative along the line, and `IsUnit (1 - X * K)` states invertibility. Physically, this means that no nonzero density change reproduces itself through the linear response.

The model has a constant response and a quadratic interaction energy, so it leaves out higher-order response and general exchange-correlation functionals. Densities are not required to be positive or to have a fixed total charge. The direction supplied by the general theorem may therefore change the number of electrons.

## The expansion and its slope

Add an error d to the self-consistent density. The output becomes

out(n + d) = r + XKn + XKd = n + XKd.

By the symmetry of X, the band energy is

B(Kn + Kd) = B(Kn) + r·Kd + Kn·XKd + Kd·XKd/2.

By the symmetry of K, the double-counting term is

(n + XKd)·K(n + XKd)/2 = n·Kn/2 + Kn·XKd + XKd·KXKd/2.

On subtraction the terms Kn·XKd cancel:

M(n + d) = M(n) + r·Kd + (Kd·XKd − XKd·KXKd)/2.

Replacing d by td gives a quadratic polynomial in t, whose slope at t = 0 is r·Kd. To obtain the other form, pair n = r + XKn with Kd:

n·Kd = r·Kd + XKn·Kd.

Symmetry then gives

r·Kd = Kn·d − Kn·XKd = −Kn·(XK − 1)d.

If 1 − XK is invertible, choose d so that (1 − XK)d = Kn. The slope is Kn·Kn, which is positive when Kn ≠ 0.

For the statement about extrema, choose d = Kr instead. The slope is r·K(Kr) = Kr·Kr, positive when Kr ≠ 0. At a local extremum the slope along every line would have to be zero.

## A charge transfer with slope 3

Take two sites with

X = [[−1, 1], [1, −1]], K = [[2, 1], [1, 2]], r = (3, 0).

The columns of X sum to zero, so the total charge does not respond. For n = (2, 1), Kn = (5, 4) and XKn = (−1, 1), hence out(n) = n. The determinant of 1 − XK is 3. Along d = (1, −1), which moves charge between the sites, Kd = (1, −1) and the slope is r·Kd = 3. The example is meant only near n: for an input with more charge on the second site than on the first, the linear model would give a negative output density on the second site.

## Without invertibility

The following is an algebraic counterexample, not a physical system: its interaction is attractive, and its output density is negative at any positive potential. Take one site with X = K = −1, r = 0 and n = 1. Then out(n) = n and Kn = −1 is nonzero, but 1 − XK = 0. For every density m,

M(m) = −m²/2 + m²/2 = 0.

The mixed energy is constant, so no direction has a nonzero slope.

## The Lean file

```lean
import Mathlib

open Matrix Topology Filter

namespace MixedHarrisFunctional

noncomputable section

variable {ι : Type*} [Fintype ι]

/-- Band energy of the quadratic model in the potential `v`, with bare density `r` and
density response `X`. -/
def bandEnergy (r : ι → ℝ) (X : Matrix ι ι ℝ) (v : ι → ℝ) : ℝ :=
  r ⬝ᵥ v + (v ⬝ᵥ (X *ᵥ v)) / 2

/-- Output density produced by the potential `K n` of the input density `n`. -/
def outputDensity (r : ι → ℝ) (X K : Matrix ι ι ℝ) (n : ι → ℝ) : ι → ℝ :=
  r + X *ᵥ (K *ᵥ n)

/-- The mixed energy formula: band energy in the input potential, minus the double-counting
term evaluated at the output density. -/
def mixedEnergy (r : ι → ℝ) (X K : Matrix ι ι ℝ) (n : ι → ℝ) : ℝ :=
  bandEnergy r X (K *ᵥ n)
    - (outputDensity r X K n ⬝ᵥ (K *ᵥ outputDensity r X K n)) / 2

/-- A symmetric matrix defines a symmetric bilinear form. -/
lemma symm_dot {A : Matrix ι ι ℝ} (hA : A.IsSymm) (u w : ι → ℝ) :
    u ⬝ᵥ (A *ᵥ w) = w ⬝ᵥ (A *ᵥ u) := by
  rw [Matrix.dotProduct_mulVec, ← Matrix.mulVec_transpose, hA.eq, dotProduct_comm]

variable {r n : ι → ℝ} {X K : Matrix ι ι ℝ}

/-- Exact expansion of the mixed energy about a self-consistent density `n`: the density error
`d` enters with a linear term `r · K d` and a quadratic term. -/
theorem mixedEnergy_expansion (hX : X.IsSymm) (hK : K.IsSymm)
    (hn : outputDensity r X K n = n) (d : ι → ℝ) :
    mixedEnergy r X K (n + d) = mixedEnergy r X K n + r ⬝ᵥ (K *ᵥ d)
      + ((K *ᵥ d) ⬝ᵥ (X *ᵥ (K *ᵥ d))
        - (X *ᵥ (K *ᵥ d)) ⬝ᵥ (K *ᵥ (X *ᵥ (K *ᵥ d)))) / 2 := by
  -- the output error is the response to the potential error
  have ho : outputDensity r X K (n + d) = n + X *ᵥ (K *ᵥ d) := by
    have h : r + X *ᵥ (K *ᵥ n) = n := hn
    unfold outputDensity
    rw [Matrix.mulVec_add, Matrix.mulVec_add, ← add_assoc, h]
  unfold mixedEnergy
  rw [ho, hn]
  simp only [bandEnergy, Matrix.mulVec_add, dotProduct_add, add_dotProduct]
  -- the cross terms of the two contributions cancel by symmetry
  have s1 := symm_dot hX (K *ᵥ n) (K *ᵥ d)
  have s2 := symm_dot hK n (X *ᵥ (K *ᵥ d))
  have s3 := dotProduct_comm (X *ᵥ (K *ᵥ d)) (K *ᵥ n)
  linarith

/-- At a self-consistent density the directional derivative of the mixed energy along `d` is
the bare density paired with the potential change, `r · K d`. -/
theorem hasDerivAt_mixedEnergy_bare (hX : X.IsSymm) (hK : K.IsSymm)
    (hn : outputDensity r X K n = n) (d : ι → ℝ) :
    HasDerivAt (fun t : ℝ => mixedEnergy r X K (n + t • d)) (r ⬝ᵥ (K *ᵥ d)) 0 := by
  have q : ∀ a b c : ℝ, HasDerivAt (fun t : ℝ => c + t * a + t ^ 2 * b) a 0 := by
    intro a b c
    have h := (((hasDerivAt_id' (0 : ℝ)).mul_const a).const_add c).fun_add
      (((hasDerivAt_id' (0 : ℝ)).fun_pow 2).mul_const b)
    exact h.congr_deriv (by simp)
  -- along a line the mixed energy is a quadratic polynomial
  have e : (fun t : ℝ => mixedEnergy r X K (n + t • d)) = fun t : ℝ =>
      mixedEnergy r X K n + t * (r ⬝ᵥ (K *ᵥ d))
        + t ^ 2 * (((K *ᵥ d) ⬝ᵥ (X *ᵥ (K *ᵥ d))
          - (X *ᵥ (K *ᵥ d)) ⬝ᵥ (K *ᵥ (X *ᵥ (K *ᵥ d)))) / 2) := by
    funext t
    rw [mixedEnergy_expansion hX hK hn]
    simp only [Matrix.mulVec_smul, dotProduct_smul, smul_dotProduct, smul_eq_mul]
    ring
  rw [e]
  exact q _ _ _

/-- At a self-consistent density `n` the directional derivative of the mixed energy along `d`
is `-(K n) · (X K - 1) d`. -/
theorem hasDerivAt_mixedEnergy [DecidableEq ι] (hX : X.IsSymm) (hK : K.IsSymm)
    (hn : outputDensity r X K n = n) (d : ι → ℝ) :
    HasDerivAt (fun t : ℝ => mixedEnergy r X K (n + t • d))
      (-((K *ᵥ n) ⬝ᵥ ((X * K - 1) *ᵥ d))) 0 := by
  refine (hasDerivAt_mixedEnergy_bare hX hK hn d).congr_deriv ?_
  rw [Matrix.sub_mulVec, Matrix.one_mulVec, ← Matrix.mulVec_mulVec, dotProduct_sub]
  -- pair the fixed-point equation with the potential change
  have h1 : n ⬝ᵥ (K *ᵥ d) = r ⬝ᵥ (K *ᵥ d) + (X *ᵥ (K *ᵥ n)) ⬝ᵥ (K *ᵥ d) := by
    rw [← add_dotProduct, show r + X *ᵥ (K *ᵥ n) = n from hn]
  have h2 := symm_dot hK n d
  have h3 := dotProduct_comm d (K *ᵥ n)
  have h4 := dotProduct_comm (X *ᵥ (K *ᵥ n)) (K *ᵥ d)
  have h5 := symm_dot hX (K *ᵥ n) (K *ᵥ d)
  linarith

/-- If `1 - X K` is invertible and the self-consistent potential `K n` is nonzero, the mixed
energy has a nonzero derivative at `n` along some density change. -/
theorem mixedEnergy_not_stationary [DecidableEq ι] (hX : X.IsSymm) (hK : K.IsSymm)
    (hn : outputDensity r X K n = n) (hu : IsUnit (1 - X * K)) (hv : K *ᵥ n ≠ 0) :
    ∃ (d : ι → ℝ) (s : ℝ), s ≠ 0 ∧
      HasDerivAt (fun t : ℝ => mixedEnergy r X K (n + t • d)) s 0 := by
  obtain ⟨B, hB⟩ := hu.exists_right_inv
  -- choose the density change that `1 - X K` maps to the potential itself
  refine ⟨B *ᵥ (K *ᵥ n), (K *ᵥ n) ⬝ᵥ (K *ᵥ n),
    fun h => hv (dotProduct_self_eq_zero.1 h), ?_⟩
  refine (hasDerivAt_mixedEnergy hX hK hn _).congr_deriv ?_
  rw [← dotProduct_neg, ← Matrix.neg_mulVec, neg_sub, Matrix.mulVec_mulVec, hB,
    Matrix.one_mulVec]

/-- If the bare density generates a nonzero potential `K r`, a self-consistent density is
neither a local minimum nor a local maximum of the mixed energy. -/
theorem mixedEnergy_not_localExtr (hX : X.IsSymm) (hK : K.IsSymm)
    (hn : outputDensity r X K n = n) (hr : K *ᵥ r ≠ 0) :
    ¬ IsLocalExtr (mixedEnergy r X K) n := by
  intro h
  -- restrict to the line through `n` in the direction `K r`
  have g0 : n + (0 : ℝ) • (K *ᵥ r) = n := by simp
  have hc : Continuous (fun t : ℝ => n + t • (K *ᵥ r)) := by fun_prop
  have ht : Tendsto (fun t : ℝ => n + t • (K *ᵥ r)) (𝓝 0) (𝓝 n) := by
    have h0 := hc.tendsto 0
    simpa only [zero_smul, add_zero] using h0
  have h' : IsExtrFilter (mixedEnergy r X K) (𝓝 n)
      ((fun t : ℝ => n + t • (K *ᵥ r)) 0) := by
    show IsExtrFilter (mixedEnergy r X K) (𝓝 n) (n + (0 : ℝ) • (K *ᵥ r))
    rw [g0]
    exact h
  have hl : IsLocalExtr (fun t : ℝ => mixedEnergy r X K (n + t • (K *ᵥ r))) 0 :=
    IsExtrFilter.comp_tendsto (g := fun t : ℝ => n + t • (K *ᵥ r)) h' ht
  have hz := hl.hasDerivAt_eq_zero (hasDerivAt_mixedEnergy_bare hX hK hn (K *ᵥ r))
  rw [symm_dot hK] at hz
  exact hr (dotProduct_self_eq_zero.1 hz)

/-- Response matrix of a two-site model whose total charge does not respond. -/
def siteX : Matrix (Fin 2) (Fin 2) ℝ := !![-1, 1; 1, -1]

/-- Interaction matrix of the two-site model, with on-site and inter-site repulsion. -/
def siteK : Matrix (Fin 2) (Fin 2) ℝ := !![2, 1; 1, 2]

/-- In the two-site model with bare density `(3, 0)`, both matrices are symmetric, `(2, 1)` is a
self-consistent density, `1 - X K` is invertible, and the potentials `K n` and `K r` are nonzero.
The mixed energy has slope 3 at `(2, 1)` along the charge transfer `(1, -1)`. -/
theorem mixedEnergy_witness :
    siteX.IsSymm ∧ siteK.IsSymm ∧ outputDensity ![3, 0] siteX siteK ![2, 1] = ![2, 1] ∧
    IsUnit (1 - siteX * siteK) ∧ siteK *ᵥ ![2, 1] ≠ 0 ∧ siteK *ᵥ ![3, 0] ≠ 0 ∧
    HasDerivAt (fun t : ℝ => mixedEnergy ![3, 0] siteX siteK (![2, 1] + t • ![1, -1])) 3 0 := by
  have hX : siteX.IsSymm := by
    ext i j
    fin_cases i <;> fin_cases j <;> simp [siteX]
  have hK : siteK.IsSymm := by
    ext i j
    fin_cases i <;> fin_cases j <;> simp [siteK]
  have hn : outputDensity ![3, 0] siteX siteK ![2, 1] = ![2, 1] := by
    ext i
    fin_cases i <;>
      simp [outputDensity, siteX, siteK, dotProduct, Fin.sum_univ_succ] <;>
      norm_num
  refine ⟨hX, hK, hn, ?_, ?_, ?_, ?_⟩
  · have hd : (1 - siteX * siteK).det = 3 := by
      simp [siteX, siteK, Matrix.det_fin_two]
      norm_num
    rw [Matrix.isUnit_iff_isUnit_det, hd]
    exact isUnit_iff_ne_zero.2 (by norm_num)
  · intro h
    have h0 := congrFun h 0
    norm_num [siteK, Matrix.mulVec, dotProduct, Fin.sum_univ_succ] at h0
  · intro h
    have h0 := congrFun h 0
    norm_num [siteK, Matrix.mulVec, dotProduct, Fin.sum_univ_succ] at h0
  · refine (hasDerivAt_mixedEnergy_bare hX hK hn ![1, -1]).congr_deriv ?_
    simp [siteK, Matrix.mulVec, dotProduct, Fin.sum_univ_succ]
    norm_num

end

end MixedHarrisFunctional
```

```lean
#print axioms MixedHarrisFunctional.mixedEnergy_not_stationary
-- 'MixedHarrisFunctional.mixedEnergy_not_stationary' depends on axioms: [propext, Classical.choice, Quot.sound]
#print axioms MixedHarrisFunctional.mixedEnergy_not_localExtr
-- 'MixedHarrisFunctional.mixedEnergy_not_localExtr' depends on axioms: [propext, Classical.choice, Quot.sound]
```

## How the proof follows the algebra

`symm_dot` moves a symmetric matrix across a dot product. In `mixedEnergy_expansion`, the step `ho` computes the output density at n + d. The products are then expanded, `s1`, `s2` and `s3` identify the cross terms, and `linarith` cancels them.

`hasDerivAt_mixedEnergy_bare` differentiates a general quadratic polynomial in `q`, then uses the expansion in `e` to show that M along the line has that form. `hasDerivAt_mixedEnergy` rewrites the slope: `h1` is the fixed-point equation paired with Kd, and the remaining equalities are symmetries.

In `mixedEnergy_not_stationary`, the matrix called `B` is a right inverse of 1 − XK, not the band energy. Applying it to Kn gives the chosen direction, and the slope reduces to Kn·Kn. A real vector whose dot product with itself is zero must vanish, which makes this slope nonzero.

`mixedEnergy_not_localExtr` carries a supposed extremum over to the line through n along Kr. The derivative there would be zero, forcing Kr·Kr = 0 and contradicting `hr`. Finally, `mixedEnergy_witness` checks the two-site model entry by entry, obtains invertibility from the determinant, and evaluates the slope with the r·Kd formula.
